# First-order stationarity of the density matrix of a Kohn-Sham system under a symmetric perturbation

The theorem `response_commutator` concerns a non-interacting system on a finite real basis, with a symmetric Hamiltonian H, orthonormal orbitals, and no occupied orbital degenerate with a virtual one. For a symmetric perturbation A, it states that the response R(A), given by the usual sum over occupied-virtual pairs, satisfies [H, R(A)] = [P, A], where P is the density matrix, the sum of the projectors on the occupied orbitals. The proof writes the left side as a sum over occupied-virtual pairs, the energy differences cancelling the denominators. It then expands A applied to each occupied orbital in all the orbitals, which gives the right side as a sum of the same terms over occupied-virtual and occupied-occupied pairs. The occupied-occupied terms cancel by antisymmetry.

The first attempt, which Lean rejects:

```lean
import Mathlib

open Matrix

noncomputable section

namespace OptimizedEffectivePotential

/-- A Kohn-Sham system on a finite real basis: a symmetric Hamiltonian `H`, its orthonormal
orbitals `f` with energies `e`, and a set of occupied orbitals, none of which is degenerate
with a virtual one. -/
structure KohnSham (n : Type*) [Fintype n] [DecidableEq n] where
  H : Matrix n n ℝ
  f : n → n → ℝ
  e : n → ℝ
  occ : Finset n
  symm : H.IsSymm
  orthonormal : ∀ p q, f p ⬝ᵥ f q = if p = q then 1 else 0
  eigen : ∀ p, H *ᵥ f p = e p • f p
  gap : ∀ i ∈ occ, ∀ a ∉ occ, e i ≠ e a

variable {n : Type*} [Fintype n] [DecidableEq n] (S : KohnSham n)

/-- The matrix element of `A` between orbitals `a` and `i`. -/
def KohnSham.coupling (A : Matrix n n ℝ) (a i : n) : ℝ := S.f a ⬝ᵥ A *ᵥ S.f i

/-- The density matrix: the sum of the projectors on the occupied orbitals. -/
def KohnSham.density : Matrix n n ℝ := ∑ i ∈ S.occ, vecMulVec (S.f i) (S.f i)

/-- The first-order response of the density matrix to a symmetric perturbation `A`, as a sum over
occupied-virtual pairs; the denominators are nonzero by the gap condition of the system. -/
def KohnSham.response (A : Matrix n n ℝ) : Matrix n n ℝ :=
  ∑ i ∈ S.occ, ∑ a ∈ S.occᶜ, (S.coupling A a i / (S.e i - S.e a)) •
    (vecMulVec (S.f a) (S.f i) + vecMulVec (S.f i) (S.f a))

/-- Every vector is the sum of its components along the orbitals. -/
theorem orbital_expansion (x : n → ℝ) : x = ∑ q, (S.f q ⬝ᵥ x) • S.f q := by
  have h1 : Matrix.of S.f * (Matrix.of S.f)ᵀ = 1 := by
    ext p q
    simpa [Matrix.mul_apply, Matrix.one_apply, dotProduct] using S.orthonormal p q
  have h2 := mul_eq_one_comm.mp h1
  have h3 : (Matrix.of S.f)ᵀ *ᵥ (Matrix.of S.f *ᵥ x) = x := by
    rw [Matrix.mulVec_mulVec, h2, Matrix.one_mulVec]
  ext p
  calc x p = ((Matrix.of S.f)ᵀ *ᵥ (Matrix.of S.f *ᵥ x)) p := (congrFun h3 p).symm
    _ = _ := by
      simp only [Finset.sum_apply, Pi.smul_apply, smul_eq_mul]
      exact Finset.sum_congr rfl fun q _ => mul_comm _ _

/-- The response satisfies the first-order stationarity condition `[H, R(A)] = [P, A]`,
with `P` the density matrix. -/
theorem response_commutator {A : Matrix n n ℝ} (hA : A.IsSymm) :
    S.H * S.response A - S.response A * S.H = S.density * A - A * S.density := by
  have hv : ∀ {M : Matrix n n ℝ}, M.IsSymm → ∀ x : n → ℝ, x ᵥ* M = M *ᵥ x := by
    intro M hM x
    rw [← Matrix.mulVec_transpose, hM.eq]
  let T : n → n → Matrix n n ℝ := fun q i =>
    S.coupling A q i • (vecMulVec (S.f i) (S.f q) - vecMulVec (S.f q) (S.f i))
  -- the energy difference cancels the denominator
  have hL : S.H * S.response A - S.response A * S.H = ∑ i ∈ S.occ, ∑ a ∈ S.occᶜ, T a i := by
    simp only [KohnSham.response, Finset.mul_sum, Finset.sum_mul, ← Finset.sum_sub_distrib]
    refine Finset.sum_congr rfl fun i hi => Finset.sum_congr rfl fun a ha => ?_
    have hne : S.e i - S.e a ≠ 0 := sub_ne_zero.mpr (S.gap i hi a (Finset.mem_compl.mp ha))
    rw [mul_smul_comm, smul_mul_assoc, mul_add, add_mul]
    simp only [Matrix.mul_vecMulVec, Matrix.vecMulVec_mul, hv S.symm, S.eigen]
    ext p r
    simp only [T, Matrix.sub_apply, Matrix.add_apply, Matrix.smul_apply,
      Matrix.vecMulVec_apply, Pi.smul_apply, smul_eq_mul]
    field_simp
    ring
  -- expand `A f_i` in all orbitals
  have hR : S.density * A - A * S.density = ∑ i ∈ S.occ, ∑ q, T q i := by
    simp only [KohnSham.density, Finset.mul_sum, Finset.sum_mul, ← Finset.sum_sub_distrib,
      Matrix.mul_vecMulVec, Matrix.vecMulVec_mul, hv hA]
    refine Finset.sum_congr rfl fun i _ => ?_
    have hx : ∀ p, (A *ᵥ S.f i) p = ∑ q, S.coupling A q i * S.f q p := by
      intro p
      have h := congrFun (orbital_expansion S (A *ᵥ S.f i)) p
      simpa only [Finset.sum_apply, Pi.smul_apply, smul_eq_mul] using h
    ext p r
    simp only [T, Matrix.sub_apply, Matrix.sum_apply, Matrix.smul_apply,
      Matrix.vecMulVec_apply, smul_eq_mul, hx]
    rw [Finset.mul_sum, Finset.sum_mul, ← Finset.sum_sub_distrib]
    exact Finset.sum_congr rfl fun q _ => by ring
  -- occupied-occupied terms cancel in pairs
  have hT : ∀ q i, T q i = -T i q := by
    intro q i
    have hc : S.coupling A q i = S.coupling A i q := by
      unfold KohnSham.coupling
      rw [Matrix.dotProduct_mulVec, hv hA, dotProduct_comm]
    simp only [T, hc]
    module
  have h0 : ∑ i ∈ S.occ, ∑ q ∈ S.occ, T q i = 0 := by
    have h : ∑ i ∈ S.occ, ∑ q ∈ S.occ, T q i = -∑ i ∈ S.occ, ∑ q ∈ S.occ, T q i := by
      conv_lhs => rw [Finset.sum_comm]
      simp only [← Finset.sum_neg_distrib]
      exact Finset.sum_congr rfl fun i _ => Finset.sum_congr rfl fun q _ => hT i q
    ext p r
    have h' := congrFun (congrFun h p) r
    rw [Matrix.neg_apply] at h'
    rw [Matrix.zero_apply]
    linarith
  rw [hL, hR]
  simp only [← Finset.sum_add_sum_compl S.occ, Finset.sum_add_distrib, h0, zero_add]

end OptimizedEffectivePotential
```

The error:

```
Main.lean:79:6: error: Type mismatch: After simplification, term
  h
 has type
  @Eq ℝ ((A *ᵥ S.f i) p) (∑ x, S.f x ⬝ᵥ A *ᵥ S.f i * S.f x p)
but is expected to have type
  @Eq ℝ ((A *ᵥ S.f i) p) (∑ q, S.coupling A q i * S.f q p)
```

Cause. The error is in the proof of `hx`, which gives the components of `A *ᵥ S.f i` in terms of the matrix elements `S.coupling A q i`. The hypothesis `h`, taken from `orbital_expansion`, has the same coefficients written out as dot products, `S.f x ⬝ᵥ A *ᵥ S.f i`. The message shows the two equations differing only in this, apart from the name of the summation variable.

By definition the two forms are equal, but `simpa only` simplifies with the lemmas it is given, and the definition of `KohnSham.coupling` was not among them. Nor does the closing comparison of `h` with the goal unfold an ordinary definition such as this one, so the types did not match.

The repair adds `KohnSham.coupling` to the list. The simplifier then unfolds the matrix element in the goal to the dot product, and `h` fits.

Lean accepts the file once it reads:

```diff
@@ -77,5 +77,5 @@
       intro p
       have h := congrFun (orbital_expansion S (A *ᵥ S.f i)) p
-      simpa only [Finset.sum_apply, Pi.smul_apply, smul_eq_mul] using h
+      simpa only [KohnSham.coupling, Finset.sum_apply, Pi.smul_apply, smul_eq_mul] using h
     ext p r
     simp only [T, Matrix.sub_apply, Matrix.sum_apply, Matrix.smul_apply,
```
